# Multiplication by W keeps all antisymmetric functions antisymmetric exactly when W is permutation-invariant at distinct coordinates

Three spin-polarised fermions sit on a lattice, and I multiply their wave function by a contact term. By mistake I coded the term for one pair only: it is 1 if particles 0 and 1 are on the same site and 0 otherwise, and it ignores particle 2. I expected the result to lose its antisymmetry, because I had learned that an interaction between identical particles must be symmetric in all of them. Yet every antisymmetric function I tried gave an antisymmetric result. When I do the same with a potential that acts on a single particle, antisymmetry is lost at once. So how much symmetry does a multiplicative factor really need?

## Symmetry matters only where no two particles coincide

To keep every antisymmetric function antisymmetric, the factor must be invariant under permutations at every configuration whose coordinates are pairwise distinct. At the other configurations it may take any values, because an antisymmetric function vanishes there. Your contact term is nonzero only at such configurations, so its product with any antisymmetric function is the zero function, which is antisymmetric.

Let the particles carry labels i from a finite set ι with N elements, and let X be the set of one-particle coordinates. A configuration x assigns a coordinate x_i to each label. For a permutation s of the labels, x∘s is the configuration with coordinates x_{s(i)}, and sgn(s) = ±1 is the sign of s. A complex function F of the configuration is antisymmetric if, for all s and x,

F(x∘s) = sgn(s) F(x).

**Coincidences.** Suppose x_i = x_j with i ≠ j, and let τ exchange i and j. Then x∘τ = x and sgn(τ) = −1, so

F(x) = F(x∘τ) = −F(x), hence F(x) = 0.

**The condition is sufficient.** Let W(x∘s) = W(x) whenever x has distinct coordinates, and let F be antisymmetric. At such an x,

W(x∘s) F(x∘s) = W(x) sgn(s) F(x) = sgn(s) [W(x) F(x)].

If two coordinates of x coincide, then F(x) = 0 and F(x∘s) = sgn(s) F(x) = 0, so both sides vanish whatever W does.

**The condition is necessary.** Fix x with distinct coordinates and place one orbital on each of its points. The unnormalised Slater determinant of these orbitals, as a function of a configuration y, is

D(y) = det[δ(y_i, x_j)],

where δ(a, b) is 1 if a = b and 0 otherwise. Replacing y by y∘s permutes the rows, so D is antisymmetric. At y = x the matrix is the identity, so D(x) = 1 and D(x∘s) = sgn(s). With the usual prefactor 1/√(N!), the value at x would be 1/√(N!), and the argument would be the same. If W·D is antisymmetric, then

W(x∘s) sgn(s) = sgn(s) W(x),

and multiplying by sgn(s) gives W(x∘s) = W(x).

## The same condition makes W commute with the antisymmetrizer

Define the antisymmetrizer A by

(AF)(x) = (1/N!) Σ_s sgn(s) F(x∘s).

Its output is antisymmetric. To see this, set u = ts in the sum for (AF)(x∘t), and use sgn(s) = sgn(t) sgn(u):

(AF)(x∘t) = (1/N!) Σ_s sgn(s) F(x∘(ts)) = sgn(t) (1/N!) Σ_u sgn(u) F(x∘u) = sgn(t) (AF)(x).

If F is already antisymmetric, each of the N! terms equals sgn(s)² F(x) = F(x), so AF = F.

Now suppose A(WF) = W(AF) for all F. For antisymmetric F this reads A(WF) = WF, so WF is antisymmetric, and W satisfies the condition found above. Conversely, let W satisfy the condition. At distinct coordinates the common value W(x) can be taken out of the sum:

A(WF)(x) = (1/N!) Σ_s sgn(s) W(x∘s) F(x∘s) = W(x) (AF)(x).

At a coincidence, A(WF) and AF both vanish because they are antisymmetric.

## Your two examples

Let C(x) be 1 if x_0 = x_1 and 0 otherwise. At distinct coordinates C is zero before and after any permutation, so it meets the condition. It is still not a symmetric function: for two different sites a and b, C(a, a, b) = 1, but exchanging particles 1 and 2 gives C(a, b, a) = 0.

For a potential v felt by particle 0 alone, take two particles at different points a and b. The condition under exchange reads v(b) = v(a), so v must be constant. A constant v clearly works.

Spin changes the verdict on your contact term. If X consists of pairs of site and spin, two electrons on one site with opposite spins have distinct coordinates. A term that compares only the sites of electrons 0 and 1 then fails the condition for three electrons on at least two sites: start with 0 and 1 on one site with opposite spins and 2 on another site, and exchange 1 and 2.

## The statements in Lean

A configuration is a function `ι → X`, and `x ∘ s` is the permuted configuration. The labels form a finite type, while `X` is an arbitrary type: lattice sites, points in space, or pairs of position and spin. Distinct coordinates are expressed by `Function.Injective x`. `IsAntisymmetric F` is the sign rule above, and `PreservesAntisymmetry W` says that multiplication by `W` respects it for every antisymmetric `F`, not just for one chosen state.

`preservesAntisymmetry_iff` is the criterion, and `commutes_antisymmetrizer_iff` is the version with the antisymmetrizer. The latter carries the factor 1/N!, which makes it leave antisymmetric functions unchanged; some texts use 1/√(N!) under the same name. In `localizedSlater x y`, the first argument holds the orbital centres and the second the particle coordinates.

`contactPair_preserves_not_symmetric` assumes two different points `a` and `b`, since on a one-point space the contact term is constant. `single_particle_potential_iff` treats two particles and has no such assumption. If `X` has fewer points than there are particles, no configuration is injective and every `W` passes; the only antisymmetric function is then zero.

All functions here are defined point by point, without a norm or a measure. This suits a finite lattice directly. In continuous space, wave functions are square-integrable and identified when they agree almost everywhere, so an orbital supported on a single point is the zero vector. Going over to that setting takes narrow wave packets in place of the point orbitals, and a condition that holds almost everywhere.

For a finite number of particles and purely multiplicative factors, the criterion tells which Jastrow factors or model potentials can be applied to any fermionic wave function without spoiling its exchange symmetry.

```lean
import Mathlib

open Equiv

namespace AntisymmetryPreservingMultiplication

noncomputable section

variable {ι X : Type*} [Fintype ι] [DecidableEq ι]

/-- The sign of a permutation of the particle labels, as a complex number. -/
def sgn (s : Perm ι) : ℂ := ((Perm.sign s : ℤ) : ℂ)

/-- A function of the configuration is antisymmetric if permuting the particles
multiplies it by the sign of the permutation. -/
def IsAntisymmetric (F : (ι → X) → ℂ) : Prop :=
  ∀ (s : Perm ι) (x : ι → X), F (x ∘ s) = sgn s * F x

/-- The antisymmetrizer: the signed average of a function over all permutations
of the particles. -/
def antisymmetrizer (F : (ι → X) → ℂ) (x : ι → X) : ℂ :=
  ((Fintype.card ι).factorial : ℂ)⁻¹ * ∑ s : Perm ι, sgn s * F (x ∘ s)

/-- Multiplication by `W` maps every antisymmetric function to an antisymmetric function. -/
def PreservesAntisymmetry (W : (ι → X) → ℂ) : Prop :=
  ∀ F : (ι → X) → ℂ, IsAntisymmetric F → IsAntisymmetric (fun x => W x * F x)

open Classical in
/-- The unnormalised Slater determinant, evaluated at `y`, of orbitals localized at the
points of the configuration `x`. -/
def localizedSlater (x y : ι → X) : ℂ :=
  Matrix.det (Matrix.of fun i j => if y i = x j then (1 : ℂ) else 0)

/-- The sign of a permutation squares to one. -/
theorem sgn_mul_self (s : Perm ι) : sgn s * sgn s = 1 := by
  rcases Int.units_eq_one_or (Perm.sign s) with h | h <;> simp [sgn, h]

/-- The antisymmetrizer turns every function into an antisymmetric one. -/
theorem antisymmetrizer_isAntisymmetric (F : (ι → X) → ℂ) :
    IsAntisymmetric (antisymmetrizer F) := by
  intro t x
  -- relabel the sum over permutations by left multiplication with t
  have h : ∑ s : Perm ι, sgn s * F ((x ∘ t) ∘ s)
      = sgn t * ∑ s : Perm ι, sgn s * F (x ∘ s) := by
    rw [Finset.mul_sum]
    refine Fintype.sum_equiv (Equiv.mulLeft t) _ _ (fun s => ?_)
    change sgn s * F (x ∘ ⇑(t * s)) = sgn t * (sgn (t * s) * F (x ∘ ⇑(t * s)))
    have hm : sgn (t * s) = sgn t * sgn s := by simp [sgn]
    rw [hm]
    linear_combination (-(sgn s * F (x ∘ ⇑(t * s)))) * sgn_mul_self t
  unfold antisymmetrizer
  rw [h]
  ring

/-- The antisymmetrizer leaves an antisymmetric function unchanged. -/
theorem antisymmetrizer_eq_self {F : (ι → X) → ℂ} (hF : IsAntisymmetric F) :
    antisymmetrizer F = F := by
  funext x
  have h : ∀ s : Perm ι, sgn s * F (x ∘ s) = F x := fun s => by
    rw [hF s x, ← mul_assoc, sgn_mul_self, one_mul]
  have hc : ((Fintype.card ι).factorial : ℂ) ≠ 0 :=
    Nat.cast_ne_zero.mpr (Nat.factorial_ne_zero _)
  simp only [antisymmetrizer, h, Finset.sum_const, Finset.card_univ, Fintype.card_perm,
    nsmul_eq_mul]
  rw [← mul_assoc, inv_mul_cancel₀ hc, one_mul]

/-- Pauli principle: an antisymmetric function vanishes at every configuration in which
two particles have the same coordinate. -/
theorem eq_zero_of_coincidence {F : (ι → X) → ℂ} (hF : IsAntisymmetric F)
    {x : ι → X} (hx : ¬ Function.Injective x) : F x = 0 := by
  simp only [Function.Injective, not_forall] at hx
  obtain ⟨i, j, hij, hne⟩ := hx
  -- exchanging the two coincident particles does not change the configuration
  have e : x ∘ ⇑(swap i j) = x := by
    funext k
    simp only [Function.comp_apply, Equiv.swap_apply_def]
    split_ifs with h1 h2
    · rw [h1]; exact hij.symm
    · rw [h2]; exact hij
    · rfl
  have hs : sgn (swap i j) = -1 := by simp [sgn, Perm.sign_swap hne]
  have h := hF (swap i j) x
  rw [e, hs] at h
  linear_combination h / 2

/-- The Slater determinant of orbitals localized at the points of `x` is antisymmetric, and
it equals one at `x` if the coordinates of `x` are pairwise distinct. -/
theorem localizedSlater_spec (x : ι → X) :
    IsAntisymmetric (localizedSlater x) ∧
      (Function.Injective x → localizedSlater x x = 1) := by
  constructor
  · intro s y
    classical
    exact Matrix.det_permute s (Matrix.of fun i j => if y i = x j then (1 : ℂ) else 0)
  · intro hx
    -- at x itself the matrix of orbital values is the identity
    have key : ∀ M : Matrix ι ι ℂ, M = 1 → M.det = 1 := fun M h => by
      rw [h, Matrix.det_one]
    unfold localizedSlater
    refine key _ ?_
    ext i j
    by_cases h : i = j
    · subst h
      simp
    · simp [h, hx.eq_iff]

/-- Multiplication by `W` preserves antisymmetry if and only if `W` is invariant under all
permutations of the particles at configurations with pairwise distinct coordinates. -/
theorem preservesAntisymmetry_iff (W : (ι → X) → ℂ) :
    PreservesAntisymmetry W ↔
      ∀ (s : Perm ι) (x : ι → X), Function.Injective x → W (x ∘ s) = W x := by
  constructor
  · intro h s x hx
    -- test W on the determinant localized at x
    obtain ⟨hD, h1⟩ := localizedSlater_spec x
    have h2 : localizedSlater x (x ∘ s) = sgn s * localizedSlater x x := hD s x
    have h3 : W (x ∘ s) * localizedSlater x (x ∘ s)
        = sgn s * (W x * localizedSlater x x) := h _ hD s x
    rw [h2, h1 hx] at h3
    linear_combination sgn s * h3 - (W (x ∘ s) - W x) * sgn_mul_self s
  · intro h F hF s x
    change W (x ∘ s) * F (x ∘ s) = sgn s * (W x * F x)
    by_cases hx : Function.Injective x
    · rw [h s x hx, hF s x]
      ring
    · -- at a coincidence both sides vanish
      rw [hF s x, eq_zero_of_coincidence hF hx]
      ring

/-- Multiplication by `W` commutes with the antisymmetrizer if and only if `W` is invariant
under all permutations at configurations with pairwise distinct coordinates. -/
theorem commutes_antisymmetrizer_iff (W : (ι → X) → ℂ) :
    (∀ F : (ι → X) → ℂ,
      antisymmetrizer (fun x => W x * F x) = fun x => W x * antisymmetrizer F x) ↔
      ∀ (s : Perm ι) (x : ι → X), Function.Injective x → W (x ∘ s) = W x := by
  constructor
  · intro h
    rw [← preservesAntisymmetry_iff]
    intro F hF
    have e := h F
    rw [antisymmetrizer_eq_self hF] at e
    rw [← e]
    exact antisymmetrizer_isAntisymmetric _
  · intro h F
    funext x
    change antisymmetrizer (fun y => W y * F y) x = W x * antisymmetrizer F x
    by_cases hx : Function.Injective x
    · have e : ∑ s : Perm ι, sgn s * (W (x ∘ s) * F (x ∘ s))
          = W x * ∑ s : Perm ι, sgn s * F (x ∘ s) := by
        rw [Finset.mul_sum]
        refine Finset.sum_congr rfl fun s _ => ?_
        rw [h s x hx]
        ring
      simp only [antisymmetrizer]
      rw [e]
      ring
    · rw [eq_zero_of_coincidence (antisymmetrizer_isAntisymmetric _) hx,
        eq_zero_of_coincidence (antisymmetrizer_isAntisymmetric F) hx, mul_zero]

open Classical in
/-- A contact term for three particles: one if particles 0 and 1 coincide, zero otherwise. -/
def contactPair (x : Fin 3 → X) : ℂ := if x 0 = x 1 then 1 else 0

/-- If the one-particle space has two different points, the contact term between particles
0 and 1 of three preserves antisymmetry although it is not a symmetric function. -/
theorem contactPair_preserves_not_symmetric {a b : X} (hab : a ≠ b) :
    PreservesAntisymmetry (contactPair (X := X)) ∧
      ¬ ∀ (s : Perm (Fin 3)) (x : Fin 3 → X), contactPair (x ∘ s) = contactPair x := by
  constructor
  · have z : ∀ y : Fin 3 → X, Function.Injective y → contactPair y = 0 := by
      intro y hy
      have h01 : y 0 ≠ y 1 := fun e => absurd (hy e) (by decide)
      simp [contactPair, h01]
    refine (preservesAntisymmetry_iff _).mpr fun s x hx => ?_
    rw [z _ (hx.comp s.injective), z _ hx]
  · intro h
    -- exchange particles 1 and 2 in the configuration (a, a, b)
    have h1 := h (swap 1 2) ![a, a, b]
    have s0 : swap (1 : Fin 3) 2 0 = 0 := by decide
    simp [contactPair, s0, hab] at h1

/-- For two particles, a potential `v` felt by particle 0 alone preserves antisymmetry if and
only if `v` is constant. -/
theorem single_particle_potential_iff (v : X → ℂ) :
    PreservesAntisymmetry (fun x : Fin 2 → X => v (x 0)) ↔ ∀ a b, v a = v b := by
  rw [preservesAntisymmetry_iff]
  constructor
  · intro h a b
    by_cases hab : a = b
    · rw [hab]
    · have hi : Function.Injective ![a, b] := by
        intro i j hij
        fin_cases i <;> fin_cases j <;> simp [hab, Ne.symm hab] at hij ⊢
      have h1 := h (swap 0 1) ![a, b] hi
      simpa using h1.symm
  · intro h s x _
    exact h _ _

end

end AntisymmetryPreservingMultiplication
```

```lean
#print axioms AntisymmetryPreservingMultiplication.commutes_antisymmetrizer_iff
#print axioms AntisymmetryPreservingMultiplication.contactPair_preserves_not_symmetric
#print axioms AntisymmetryPreservingMultiplication.single_particle_potential_iff
```

```
'AntisymmetryPreservingMultiplication.commutes_antisymmetrizer_iff' depends on axioms: [propext, Classical.choice, Quot.sound]
'AntisymmetryPreservingMultiplication.contactPair_preserves_not_symmetric' depends on axioms: [propext, Classical.choice, Quot.sound]
'AntisymmetryPreservingMultiplication.single_particle_potential_iff' depends on axioms: [propext, Classical.choice, Quot.sound]
```

## From the sign rule to the two criteria

`sgn_mul_self` proves sgn(s)² = 1 by checking the two possible signs. The later proofs use it wherever a sign is cancelled.

In `antisymmetrizer_isAntisymmetric`, the substitution u = ts is the step `Fintype.sum_equiv (Equiv.mulLeft t)`. The auxiliary equation `hm` says that the sign of a product is the product of the signs, and `linear_combination` removes the square of sgn(t). `antisymmetrizer_eq_self` shows that all terms of the sum equal F(x), counts N! of them, and cancels the prefactor.

`eq_zero_of_coincidence` extracts two different labels with equal coordinates from the failure of injectivity. It checks that `swap i j` leaves the configuration unchanged, which turns the sign rule into F(x) = −F(x). The closing `linear_combination h / 2` solves this for F(x).

`localizedSlater_spec` has two parts. Antisymmetry is Mathlib's rule for permuting the rows of a determinant, `Matrix.det_permute`. For the value at x, injectivity turns the test x_i = x_j into i = j, so the matrix is the identity and its determinant is 1.

The forward direction of `preservesAntisymmetry_iff` applies the assumption to this determinant. After the rewriting, `h3` is the equation W(x∘s) sgn(s) = sgn(s) W(x), and `linear_combination` multiplies it by sgn(s) and uses sgn(s)² = 1. The reverse direction splits on whether x is injective: the assumed invariance of W settles the first case, and the vanishing of F settles the second.

`commutes_antisymmetrizer_iff` obtains its forward direction from the first criterion. Its goal becomes the preservation of antisymmetry, and the assumed commutation shows that WF is an output of the antisymmetrizer. The reverse direction makes the same case split. For injective x it takes W(x) out of the sum term by term; otherwise it applies `eq_zero_of_coincidence` to both antisymmetrized functions.

The two examples apply the first criterion. For the contact term, `z` records that it vanishes at injective configurations, and the configuration `![a, a, b]` with `swap 1 2` shows the lack of symmetry. For the one-particle potential, `![a, b]` is injective when a ≠ b, and `swap 0 1` gives the equality of the two values; the case a = b is immediate.
